# The step equation of Rayleigh-quotient relaxation and its discriminant

A real-space solver for the lowest orbital of a discretised Hamiltonian can update its trial vector $u$ along one direction $p$ at a time, a single grid point or a coarse-grid function interpolated to the fine grid, looking for the step $t$ among those that make the energy of $u+tp$ stationary. For a real vector $u$, a direction $p$ independent of it, a fixed real symmetric Hamiltonian and a positive definite metric, that condition is an equation of at most second degree in $t$, with nonnegative discriminant.

```lean
import Mathlib

open Matrix

namespace RayleighRelaxation

noncomputable section

variable {n : Type*} [Fintype n]

/-- The matrix element `x · M y`. -/
def form (M : Matrix n n ℝ) (x y : n → ℝ) : ℝ := x ⬝ᵥ M *ᵥ y

/-- The generalized Rayleigh quotient `v · H v / v · B v`. -/
def rayleigh (H B : Matrix n n ℝ) (v : n → ℝ) : ℝ := form H v v / form B v v

/-- Quadratic coefficient `c e - b f` of the step equation, where `a, b, c` are
`u·Hu, u·Hp, p·Hp` and `d, e, f` are `u·Bu, u·Bp, p·Bp`. -/
def stepA (H B : Matrix n n ℝ) (u p : n → ℝ) : ℝ :=
  form H p p * form B u p - form H u p * form B p p

/-- Linear coefficient `c d - a f` of the step equation. -/
def stepB (H B : Matrix n n ℝ) (u p : n → ℝ) : ℝ :=
  form H p p * form B u u - form H u u * form B p p

/-- Constant coefficient `b d - a e` of the step equation. -/
def stepC (H B : Matrix n n ℝ) (u p : n → ℝ) : ℝ :=
  form H u p * form B u u - form H u u * form B u p

/-- The secular function `(a - x d)(c - x f) - (b - x e)²` of the pair `u, p`. -/
def secular (H B : Matrix n n ℝ) (u p : n → ℝ) (x : ℝ) : ℝ :=
  (form H u u - x * form B u u) * (form H p p - x * form B p p)
    - (form H u p - x * form B u p) ^ 2

/-- The Gram determinant `d f - e²` of `u, p` in the `B` metric. -/
def secA (B : Matrix n n ℝ) (u p : n → ℝ) : ℝ :=
  form B u u * form B p p - form B u p ^ 2

/-- The combination `2 b e - a f - c d`. -/
def secB (H B : Matrix n n ℝ) (u p : n → ℝ) : ℝ :=
  2 * form H u p * form B u p - form H u u * form B p p - form H p p * form B u u

/-- The combination `a c - b²`. -/
def secC (H : Matrix n n ℝ) (u p : n → ℝ) : ℝ :=
  form H u u * form H p p - form H u p ^ 2

variable {M H B : Matrix n n ℝ} {u p : n → ℝ}

/-- Expansion of the expectation value of a symmetric matrix in the vector `s u + t p`. -/
theorem form_plane (hM : M.IsSymm) (u p : n → ℝ) (s t : ℝ) :
    form M (s • u + t • p) (s • u + t • p)
      = s ^ 2 * form M u u + 2 * s * t * form M u p + t ^ 2 * form M p p := by
  have hs : p ⬝ᵥ M *ᵥ u = u ⬝ᵥ M *ᵥ p := by
    rw [Matrix.dotProduct_mulVec, ← Matrix.mulVec_transpose, hM.eq, dotProduct_comm]
  simp only [form, Matrix.mulVec_add, Matrix.mulVec_smul, add_dotProduct, dotProduct_add,
    smul_dotProduct, dotProduct_smul, smul_eq_mul, hs]
  ring

/-- Along the line `u + t p` the expectation value of a symmetric matrix is a quadratic in `t`. -/
theorem form_line (hM : M.IsSymm) (u p : n → ℝ) (t : ℝ) :
    form M (u + t • p) (u + t • p)
      = form M u u + 2 * form M u p * t + form M p p * (t * t) := by
  have h := form_plane hM u p 1 t
  rw [one_smul] at h
  rw [h]
  ring

/-- For positive definite `B` and independent `u, p`, the matrix `B` is symmetric, the `B`-norm
is positive along the whole line `u + t p`, and `d` and `d f - e²` are positive. -/
theorem metric_pos (hB : B.PosDef) (hup : LinearIndependent ℝ ![u, p]) :
    B.IsSymm ∧ (∀ t : ℝ, 0 < form B (u + t • p) (u + t • p)) ∧ 0 < form B u u ∧
      0 < secA B u p := by
  have hs : B.IsSymm := by
    have h := hB.1.eq
    rw [Matrix.conjTranspose_eq_transpose_of_trivial] at h
    exact h
  have hpos : ∀ s t : ℝ, ¬(s = 0 ∧ t = 0) → 0 < form B (s • u + t • p) (s • u + t • p) := by
    intro s t hst
    have hne : s • u + t • p ≠ 0 := fun h => hst (LinearIndependent.pair_iff.mp hup s t h)
    have h := hB.dotProduct_mulVec_pos hne
    rw [star_trivial] at h
    exact h
  have hline : ∀ t : ℝ, 0 < form B (u + t • p) (u + t • p) := by
    intro t
    have h := hpos 1 t (fun h => one_ne_zero h.1)
    rwa [one_smul] at h
  have hd : 0 < form B u u := by simpa using hline 0
  refine ⟨hs, hline, hd, ?_⟩
  -- the test vector `-e u + d p` has squared `B`-norm `d (d f - e²)`
  have h := hpos (-form B u p) (form B u u) (fun h => hd.ne' h.2)
  rw [form_plane hs] at h
  have h2 : 0 < form B u u * secA B u p := by
    unfold secA
    linarith
  exact (mul_pos_iff_of_pos_left hd).mp h2

/-- The `t`-derivative of the Rayleigh quotient at `u + t p` is twice the step quadratic divided
by the square of `(u + t p) · B (u + t p)`. -/
theorem rayleigh_hasDerivAt (hH : H.IsSymm) (hB : B.PosDef)
    (hup : LinearIndependent ℝ ![u, p]) (t : ℝ) :
    HasDerivAt (fun s : ℝ => rayleigh H B (u + s • p))
      (2 * (stepA H B u p * t ^ 2 + stepB H B u p * t + stepC H B u p)
        / form B (u + t • p) (u + t • p) ^ 2) t := by
  obtain ⟨hs, hline, -, -⟩ := metric_pos hB hup
  have quad : ∀ x y z : ℝ,
      HasDerivAt (fun s : ℝ => x + 2 * y * s + z * (s * s)) (2 * y + 2 * z * t) t := by
    intro x y z
    have h := (((hasDerivAt_id' t).const_mul (2 * y)).const_add x).fun_add
      (((hasDerivAt_id' t).fun_mul (hasDerivAt_id' t)).const_mul z)
    refine h.congr_deriv ?_
    ring
  have hD : form B u u + 2 * form B u p * t + form B p p * (t * t) ≠ 0 := by
    rw [← form_line hs]
    exact (hline t).ne'
  simp only [rayleigh, form_line hH, form_line hs]
  -- quotient rule; the cubic terms of the numerator cancel
  refine ((quad _ _ _).fun_div (quad _ _ _) hD).congr_deriv ?_
  simp only [stepA, stepB, stepC]
  congr 1
  ring

/-- `d²` times the discriminant of the step quadratic is a square plus `4 (d f - e²)` times the
square of the constant coefficient. -/
theorem discrim_sum_sq (H B : Matrix n n ℝ) (u p : n → ℝ) :
    form B u u ^ 2 * discrim (stepA H B u p) (stepB H B u p) (stepC H B u p)
      = (form B u u * stepB H B u p - 2 * form B u p * stepC H B u p) ^ 2
        + 4 * (secA B u p * stepC H B u p ^ 2) := by
  simp only [discrim, stepA, stepB, stepC, secA]
  ring

/-- The Rayleigh quotient at `u + t p` has zero `t`-derivative exactly at the roots of the step
quadratic, whose discriminant equals that of the secular quadratic and is nonnegative. -/
theorem rayleigh_relaxation (hH : H.IsSymm) (hB : B.PosDef)
    (hup : LinearIndependent ℝ ![u, p]) :
    (∀ t : ℝ, HasDerivAt (fun s : ℝ => rayleigh H B (u + s • p)) 0 t ↔
      stepA H B u p * t ^ 2 + stepB H B u p * t + stepC H B u p = 0) ∧
    (∀ x : ℝ, secular H B u p x = secA B u p * x ^ 2 + secB H B u p * x + secC H u p) ∧
    discrim (stepA H B u p) (stepB H B u p) (stepC H B u p)
      = discrim (secA B u p) (secB H B u p) (secC H u p) ∧
    0 ≤ discrim (stepA H B u p) (stepB H B u p) (stepC H B u p) := by
  obtain ⟨-, hline, hd, hG⟩ := metric_pos hB hup
  refine ⟨fun t => ?_, fun x => ?_, ?_, ?_⟩
  · have hder := rayleigh_hasDerivAt hH hB hup t
    constructor
    · intro h
      rcases div_eq_zero_iff.mp (hder.unique h) with h0 | h0
      · linarith
      · exact absurd h0 (pow_pos (hline t) 2).ne'
    · intro hq
      exact hder.congr_deriv (by rw [hq]; simp)
  · simp only [secular, secA, secB, secC]
    ring
  · simp only [discrim, stepA, stepB, stepC, secA, secB, secC]
    ring
  · refine (mul_nonneg_iff_of_pos_left (pow_pos hd 2)).mp ?_
    rw [discrim_sum_sq]
    positivity

/-- At a step `t` where the Rayleigh quotient is stationary, its value is a root of the secular
function. -/
theorem stationary_value_secular (hH : H.IsSymm) (hB : B.PosDef)
    (hup : LinearIndependent ℝ ![u, p]) (t : ℝ)
    (ht : HasDerivAt (fun s : ℝ => rayleigh H B (u + s • p)) 0 t) :
    secular H B u p (rayleigh H B (u + t • p)) = 0 := by
  obtain ⟨hs, hline, -, -⟩ := metric_pos hB hup
  have hq := ((rayleigh_relaxation hH hB hup).1 t).mp ht
  have hD := (hline t).ne'
  have hr : rayleigh H B (u + t • p) * form B (u + t • p) (u + t • p)
      = form H (u + t • p) (u + t • p) := div_mul_cancel₀ _ hD
  generalize rayleigh H B (u + t • p) = r at hr ⊢
  rw [form_line hH, form_line hs] at hr
  rw [form_line hs] at hD
  simp only [stepA, stepB, stepC] at hq
  -- both rows of the projected pencil annihilate `(1, t)`
  have h2 : (form H u p - r * form B u p) + t * (form H p p - r * form B p p) = 0 := by
    apply mul_left_cancel₀ hD
    linear_combination hq - (form B u p + form B p p * t) * hr
  have h1 : (form H u u - r * form B u u) + t * (form H u p - r * form B u p) = 0 := by
    linear_combination (-1 : ℝ) * hr - t * h2
  unfold secular
  linear_combination (form H p p - r * form B p p) * h1 - (form H u p - r * form B u p) * h2

/-- The discriminant of the step quadratic vanishes exactly when `(a, b, c)` is a multiple of
`(d, e, f)`. -/
theorem discrim_eq_zero_iff (H : Matrix n n ℝ) (hB : B.PosDef)
    (hup : LinearIndependent ℝ ![u, p]) :
    discrim (stepA H B u p) (stepB H B u p) (stepC H B u p) = 0 ↔
      ∃ r : ℝ, form H u u = r * form B u u ∧ form H u p = r * form B u p ∧
        form H p p = r * form B p p := by
  obtain ⟨-, -, hd, hG⟩ := metric_pos hB hup
  constructor
  · intro h0
    have h := discrim_sum_sq H B u p
    rw [h0, mul_zero] at h
    -- both nonnegative terms vanish separately
    have hX := sq_nonneg (form B u u * stepB H B u p - 2 * form B u p * stepC H B u p)
    have hY : 0 ≤ secA B u p * stepC H B u p ^ 2 := by positivity
    have hY0 : secA B u p * stepC H B u p ^ 2 = 0 := by linarith
    have hX0 : (form B u u * stepB H B u p - 2 * form B u p * stepC H B u p) ^ 2 = 0 := by
      linarith
    have hC : stepC H B u p = 0 :=
      (pow_eq_zero_iff two_ne_zero).mp ((mul_eq_zero.mp hY0).resolve_left hG.ne')
    have hX1 := (pow_eq_zero_iff two_ne_zero).mp hX0
    rw [hC, mul_zero, sub_zero] at hX1
    have hBz : stepB H B u p = 0 := (mul_eq_zero.mp hX1).resolve_left hd.ne'
    unfold stepC at hC
    unfold stepB at hBz
    have hne := hd.ne'
    refine ⟨form H u u / form B u u, (div_mul_cancel₀ _ hne).symm, ?_, ?_⟩
    · rw [div_mul_eq_mul_div, eq_div_iff hne]
      linarith
    · rw [div_mul_eq_mul_div, eq_div_iff hne]
      linarith
  · rintro ⟨r, h1, h2, h3⟩
    simp only [discrim, stepA, stepB, stepC]
    rw [h1, h2, h3]
    ring

end

end RayleighRelaxation
```

```lean
#print axioms RayleighRelaxation.rayleigh_relaxation
#print axioms RayleighRelaxation.stationary_value_secular
#print axioms RayleighRelaxation.discrim_eq_zero_iff
```

```
'RayleighRelaxation.rayleigh_relaxation' depends on axioms: [propext, Classical.choice, Quot.sound]
'RayleighRelaxation.stationary_value_secular' depends on axioms: [propext, Classical.choice, Quot.sound]
'RayleighRelaxation.discrim_eq_zero_iff' depends on axioms: [propext, Classical.choice, Quot.sound]
```

## What the theorems say

Vectors are real functions on a finite index type `n`, the grid points or basis functions. $H$ is the Hamiltonian matrix, assumed symmetric (`H.IsSymm`). $B$ is the metric, assumed positive definite (`B.PosDef`): the identity for an orthonormal grid representation, the overlap matrix for finite elements or numerical orbitals. The hypothesis `LinearIndependent ℝ ![u, p]` makes $u$ and $p$ independent, which requires at least two indices. `form M x y` is $x\cdot My$, and `rayleigh H B v` is $R(v)=v\cdot Hv\,/\,v\cdot Bv$. Neither $u$ nor $p$ is normalised, and "expectation value" in the comments of the code means $v\cdot Mv$ without division by $v\cdot Bv$. Set
$$a=u\cdot Hu,\quad b=u\cdot Hp,\quad c=p\cdot Hp,\qquad d=u\cdot Bu,\quad e=u\cdot Bp,\quad f=p\cdot Bp .$$
The step coefficients `stepA`, `stepB`, `stepC` are
$$\alpha=ce-bf,\qquad \beta=cd-af,\qquad \gamma=bd-ae .$$
`secular` is $S(x)=(a-xd)(c-xf)-(b-xe)^2$, the determinant of $H-xB$ projected on the pair $u,p$, and `secA`, `secB`, `secC` are $df-e^2$, $2be-af-cd$ and $ac-b^2$. Mathlib's `discrim` is the square of its second argument minus four times the product of the first and third, so the step discriminant is $\Delta=\beta^2-4\alpha\gamma$.

`rayleigh_relaxation` has four parts. For every real $t$, the function $s\mapsto R(u+sp)$ has derivative zero at $t$ exactly when $\alpha t^2+\beta t+\gamma=0$. $S(x)$ is the quadratic in $x$ with the three coefficients above. Its discriminant equals $\Delta$. Finally $\Delta\ge 0$. `stationary_value_secular` adds that $S(R(u+tp))=0$ at a stationary step $t$. `discrim_eq_zero_iff` says that $\Delta=0$ exactly when $(a,b,c)=r\,(d,e,f)$ for some real $r$; it does not assume $H$ symmetric.

## The physics

$R(v)$ is the energy of the normalised state $v/\sqrt{v\cdot Bv}$, so the current energy is $a/d$. The constant coefficient is $\gamma=d\;p\cdot(H-\tfrac{a}{d}B)u$, which is $d$ times the residual of the eigenvalue equation tested against $p$, and $t=0$ is stationary exactly when it vanishes. For a $B$-orthonormal pair, $d=f=1$ and $e=0$, the step equation is $-bt^2+(c-a)t+b=0$ and $\Delta=(c-a)^2+4b^2$, the squared splitting of a two-level problem. In general the roots of $S$ are the energies of the two-state variational problem in the plane of $u$ and $p$, so a stationary step lands on one of them.

The theorems concern a single step. They do not say which root lowers the energy, and they leave out convergence of repeated sweeps, the cycling between grids, orthogonality to lower states and the dependence of a Kohn–Sham $H$ on the orbitals. The leading coefficient $\alpha$ may vanish, in which case the step equation is at most linear.

## Why it is true

**Expansion.** For symmetric $M$, $p\cdot Mu=u\cdot Mp$, so
$$(su+tp)\cdot M(su+tp)=s^2\,u\cdot Mu+2st\,u\cdot Mp+t^2\,p\cdot Mp .$$
This is `form_plane`, with the symmetry step as `hs`. At $s=1$ (`form_line`) it gives $R(u+tp)=N(t)/D(t)$ with $N=a+2bt+ct^2$ and $D=d+2et+ft^2$.

**Positivity.** Independence makes $su+tp$ nonzero unless $s=t=0$, so its squared $B$-norm is positive (`hpos` in `metric_pos`). The choice $s=1$ gives $D(t)>0$ for all $t$, and $D(0)=d>0$. The vector $-eu+dp$ is nonzero because $d\neq0$, and its squared norm is $e^2d-2e^2d+d^2f=d(df-e^2)$, so $df-e^2>0$. The lemma also extracts the symmetry of $B$ from `PosDef`.

**Derivative.** The quotient rule gives $R'=(N'D-ND')/D^2$ with
$$\tfrac12(N'D-ND')=(b+ct)(d+2et+ft^2)-(e+ft)(a+2bt+ct^2).$$
The $t^3$ terms are $cf-cf=0$. The $t^2$ terms give $bf+2ce-2bf-ce=\alpha$, the linear terms $2be+cd-af-2be=\beta$, and the constant is $\gamma$. Hence $R'(t)=2(\alpha t^2+\beta t+\gamma)/D(t)^2$, which is `rayleigh_hasDerivAt`. As $D>0$, this vanishes exactly at the roots; in the main theorem `hder.unique` identifies the assumed derivative $0$ with this formula, and `div_eq_zero_iff` leaves either a zero numerator or the excluded $D^2=0$.

**Equal discriminants.** Expanding $(cd-af)^2-4(ce-bf)(bd-ae)$ gives
$$a^2f^2+c^2d^2-2acdf-4abef-4bcde+4ace^2+4b^2df .$$
Expanding $(2be-af-cd)^2-4(df-e^2)(ac-b^2)$ gives the same: the terms $\pm4b^2e^2$ cancel, and $2acdf-4acdf=-2acdf$. This identity and the expansion of $S$ are closed by `ring` and use no hypothesis.

**Sign.** The coefficients satisfy $d\alpha-e\beta+f\gamma=0$. Then
$$d^2\Delta=d^2\beta^2-4d\gamma(e\beta-f\gamma)=(d\beta-2e\gamma)^2+4(df-e^2)\gamma^2 .$$
`discrim_sum_sq` checks the outer equality by `ring`. With $df-e^2>0$ the right side is nonnegative (`positivity`), and $d^2>0$ gives $\Delta\ge0$.

**Stationary value.** Let $r=N/D$ at a stationary $t$. Then
$$D\,[(b-re)+t(c-rf)]=(b+ct)D-(e+ft)N=\alpha t^2+\beta t+\gamma=0,$$
so the bracket vanishes (`h2`). Since $0=N-rD=(a-rd)+2t(b-re)+t^2(c-rf)$, subtracting $t$ times the bracket leaves $(a-rd)+t(b-re)=0$ (`h1`). Multiplying the latter by $c-rf$ and subtracting $b-re$ times the former gives $S(r)=0$. Each of the three steps is one `linear_combination` with these multipliers.

**Vanishing discriminant.** If $\Delta=0$, both nonnegative terms in $d^2\Delta$ vanish, so $\gamma=0$, then $d\beta=0$ and $\beta=0$. These read $bd=ae$ and $cd=af$, and $r=a/d$ works. Conversely, substituting $(a,b,c)=r(d,e,f)$ makes all three coefficients zero. In that case $N=rD$, so for symmetric $H$, where $R(u+tp)=N/D$, the energy is constant along the line.

## Technique and two variants

The derivative proof assembles `HasDerivAt` facts from combinators (`const_mul`, `fun_add`, `fun_mul`, `fun_div`), accepts whatever expression they produce, and replaces it by the wanted one through `congr_deriv`, which leaves an algebraic goal for `ring`. Writing the quadratic term as `t * t` in `form_line` lets the product rule apply without reshaping, and the local lemma `quad` serves numerator and denominator alike.

The two variants that follow are derived on paper and have not been run through Lean. The line $u+tp$ misses the direction $p$ itself. Parametrising the plane by an angle $\theta$ as $v=u\cos\theta+p\sin\theta$ would give the $\theta$-derivative $2(\alpha\sin^2\theta+\beta\sin\theta\cos\theta+\gamma\cos^2\theta)/(v\cdot Bv)^2$, and $\alpha=0$ would then mean that $p$ is a stationary direction, the root that the line sends to infinity. The price is trigonometric derivatives in place of polynomial ones.

For complex vectors, Hermitian $H$ and Hermitian positive definite $B$, as for Bloch orbitals at a general wave vector, a real step $t$ sees only the real parts of $b$ and $e$. The same algebra then yields the same step equation and the same sign of $\Delta$, with $b$ and $e$ replaced by those real parts.
